# In a uniform magnetic field the lowest Landau level has the same energy at every wave number

If the energy of a Landau-gauge state depended on its wave number k, the lowest Landau level would be a dispersing band, and a charge in a uniform magnetic field would drift along y at velocity dE/dk with no electric field to push it. Yet the Hamiltonian with A = (0, Bx) contains x explicitly, and a state with large k sits far out, at x = k/B, where A is large. Why doesn't it cost more energy there?

## The orbit centre absorbs k

Because the energy contains the kinetic momentum k − Bx, not A alone, and this vanishes at the orbit centre. Take units in which ħ, the mass and the charge are 1, so that the cyclotron frequency is B > 0 and

H = ((−i∂_x)² + (−i∂_y − Bx)²)/2.

Let ξ = x − k/B be the signed distance from the centre, and try ψ = exp(iky) f(ξ). Then

−i∂_x ψ = exp(iky) (−i f′(ξ)),
(−i∂_y − Bx) ψ = (k − Bx) ψ = −Bξ ψ.

Applying each operator twice gives

Hψ = exp(iky) (−f″ + B²ξ² f)/2.

This is a harmonic oscillator in ξ, and k has gone. For the Gaussian g = exp(−Bξ²/2),

g′ = −Bξ g,
g″ = (B²ξ² − B) g,
(−g″ + B²ξ² g)/2 = (B/2) g.

So the energy is B/2 for every k. The density is exp(−Bξ²), whose integral over x is √(π/B), again for every k; a prefactor (B/π)^(1/4) normalises the state across x.

These are also genuinely different states. Suppose a finite sum Σ c_k exp(iky) f(x − k/B) vanishes, with f(ξ₀) ≠ 0 for some ξ₀. Pick one wave number q from the sum and set x = ξ₀ + q/B. What remains is a relation between distinct exponentials in y. Applying −i d/dy − k for every k other than q removes all terms but one, which leaves c_q f(ξ₀) = 0, hence c_q = 0.

## What the Lean statements say

A wave function is a map `ℝ → ℝ → ℂ`. `momX` and `kinY B` are the two kinetic momenta, built from partial derivatives, and `landauH B` is half the sum of their squares. `orbitState B k f` is the plane wave times the shifted profile, and `gaussian B` is the unnormalised g.

`lowest_landau_level` is the eigenvalue equation; that no level lies below B/2 when B > 0 is the standard oscillator result and is not proved here. It assumes only B ≠ 0, meaning that there is a field and hence an orbit centre. For B < 0 the equation still holds, but the Gaussian grows outwards and B/2 is not a physical level; `lowest_level_density` therefore takes B > 0.

`landauH_eigen_iff` extends the answer beyond the lowest level: for any twice differentiable profile, the orbit state satisfies Hψ = Eψ exactly when the profile solves an equation without k. No excited profiles are constructed. `orbitState_linearIndependent` gives the independence of states with different k.

The plane wave is not square-integrable in y, so these are statements about differential operators acting on functions, not about a self-adjoint operator on a Hilbert space. For a non-interacting, spinless particle on the infinite plane, this is the flat level from which many descriptions of the quantum Hall effect start. A real sample also has disorder, interactions, spin and edges, none of which is treated here. In a simple model of an edge parallel to y, a confining potential V(x) is added to H and can make the energy depend on k near that edge.

```lean
import Mathlib

open Complex (I)
open MeasureTheory

namespace LandauGauge

noncomputable section

/-- The momentum `p_x = -i ∂_x` acting on a wave function of the plane. -/
def momX (ψ : ℝ → ℝ → ℂ) : ℝ → ℝ → ℂ :=
  fun x y => -I * deriv (fun t => ψ t y) x

/-- The kinetic momentum `-i ∂_y - B x` in the Landau gauge `A = (0, B x)`. -/
def kinY (B : ℝ) (ψ : ℝ → ℝ → ℂ) : ℝ → ℝ → ℂ :=
  fun x y => -I * deriv (fun t => ψ x t) y - B * x * ψ x y

/-- The Landau Hamiltonian `(p_x² + (p_y - B x)²) / 2`. -/
def landauH (B : ℝ) (ψ : ℝ → ℝ → ℂ) : ℝ → ℝ → ℂ :=
  fun x y => (momX (momX ψ) x y + kinY B (kinY B ψ) x y) / 2

/-- A plane wave `exp(i k y)` in `y` times a profile `f` whose origin is moved to `k / B`, for
`B ≠ 0`. -/
def orbitState (B k : ℝ) (f : ℝ → ℂ) : ℝ → ℝ → ℂ :=
  fun x y => Complex.exp (I * k * y) * f (x - k / B)

/-- The Gaussian profile `exp(-B ξ² / 2)`. -/
def gaussian (B ξ : ℝ) : ℂ := (Real.exp (-B * ξ ^ 2 / 2) : ℝ)

/-- The plane wave `exp(i k y)` as a character of the group of translations in `y`. -/
def planeWave (k : ℝ) : Multiplicative ℝ →* ℂ where
  toFun y := Complex.exp (I * k * (y.toAdd : ℝ))
  map_one' := by simp
  map_mul' a b := by simp [mul_add, Complex.exp_add]

/-- The plane wave `exp(i k y)` has derivative `i k exp(i k y)`. -/
theorem hasDerivAt_phase (k y : ℝ) :
    HasDerivAt (fun t : ℝ => Complex.exp (I * k * t)) (Complex.exp (I * k * y) * (I * k)) y := by
  have h : HasDerivAt (fun t : ℝ => I * k * (t : ℂ)) (I * k) y := by
    simpa using (hasDerivAt_id y).ofReal_comp.const_mul (I * (k : ℂ))
  exact h.cexp

/-- On an orbit state, `p_x` acts on the differentiable profile alone, as `-i d/dξ`. -/
theorem momX_orbitState (B k : ℝ) {f f' : ℝ → ℂ} (hf : ∀ ξ, HasDerivAt f (f' ξ) ξ) :
    momX (orbitState B k f) = orbitState B k (fun ξ => -I * f' ξ) := by
  funext x y
  have h := ((hf (x - k / B)).comp_sub_const x (k / B)).const_mul (Complex.exp (I * k * y))
  simp only [momX, orbitState]
  rw [h.deriv]
  ring

/-- For `B ≠ 0`, the kinetic momentum along `y` multiplies the profile of an orbit state by `-B ξ`,
where `ξ = x - k / B` is the signed distance from the orbit centre. -/
theorem kinY_orbitState {B : ℝ} (hB : B ≠ 0) (k : ℝ) (f : ℝ → ℂ) :
    kinY B (orbitState B k f) = orbitState B k (fun ξ => -(B * ξ) * f ξ) := by
  funext x y
  have h := ((hasDerivAt_phase k y).mul_const (f (x - k / B))).deriv
  have hB' : (B : ℂ) ≠ 0 := Complex.ofReal_ne_zero.mpr hB
  have hk : (B : ℂ) * (k / B) = k := by field_simp
  simp only [kinY, orbitState]
  rw [h]
  push_cast
  -- the momentum `k` is absorbed by the shift of the origin to `k / B`
  linear_combination (-(Complex.exp (I * k * y) * f (x - k / B) * k)) * Complex.I_sq
    - Complex.exp (I * k * y) * f (x - k / B) * hk

/-- For `B ≠ 0` and a twice differentiable profile, the Landau Hamiltonian acts on an orbit state
as the harmonic oscillator `(-f'' + B² ξ² f) / 2` on its profile. -/
theorem landauH_orbitState {B : ℝ} (hB : B ≠ 0) (k : ℝ) {f f' f'' : ℝ → ℂ}
    (hf : ∀ ξ, HasDerivAt f (f' ξ) ξ) (hf' : ∀ ξ, HasDerivAt f' (f'' ξ) ξ) :
    landauH B (orbitState B k f) =
      orbitState B k (fun ξ => (-f'' ξ + B ^ 2 * ξ ^ 2 * f ξ) / 2) := by
  have h2 : ∀ ξ, HasDerivAt (fun t => -I * f' t) (-I * f'' ξ) ξ :=
    fun ξ => (hf' ξ).const_mul (-I)
  funext x y
  simp only [landauH]
  rw [momX_orbitState B k hf, momX_orbitState B k h2, kinY_orbitState hB, kinY_orbitState hB]
  simp only [orbitState]
  linear_combination (Complex.exp (I * k * y) * f'' (x - k / B) / 2) * Complex.I_sq

/-- For `B ≠ 0` and a twice differentiable profile, an orbit state satisfies `H ψ = E ψ` exactly
when its profile solves an oscillator equation in which `k` does not occur. -/
theorem landauH_eigen_iff {B : ℝ} (hB : B ≠ 0) (k : ℝ) (E : ℂ) {f f' f'' : ℝ → ℂ}
    (hf : ∀ ξ, HasDerivAt f (f' ξ) ξ) (hf' : ∀ ξ, HasDerivAt f' (f'' ξ) ξ) :
    landauH B (orbitState B k f) = E • orbitState B k f ↔
      ∀ ξ : ℝ, (-f'' ξ + B ^ 2 * ξ ^ 2 * f ξ) / 2 = E * f ξ := by
  rw [landauH_orbitState hB k hf hf']
  constructor
  · intro h ξ
    -- read the equation at signed distance `ξ` from the centre, on the line `y = 0`
    have h0 := congrFun (congrFun h (ξ + k / B)) 0
    simpa [orbitState] using h0
  · intro h
    funext x y
    simp only [orbitState, Pi.smul_apply, smul_eq_mul]
    linear_combination Complex.exp (I * k * y) * h (x - k / B)

/-- The Gaussian profile `g` satisfies the first-order equation `g' = -B ξ g`. -/
theorem hasDerivAt_gaussian (B ξ : ℝ) :
    HasDerivAt (gaussian B) (-(B * ξ) * gaussian B ξ) ξ := by
  have h : HasDerivAt (fun t : ℝ => -B * t ^ 2 / 2) (-B * ξ) ξ :=
    (((hasDerivAt_pow 2 ξ).const_mul (-B)).div_const 2).congr_deriv (by norm_num; ring)
  exact h.exp.ofReal_comp.congr_deriv (by simp only [gaussian]; push_cast; ring)

/-- For `B ≠ 0` and every real `k`, the function `exp(i k y) exp(-B (x - k/B)² / 2)` satisfies
`H ψ = (B/2) ψ`. -/
theorem lowest_landau_level {B : ℝ} (hB : B ≠ 0) (k : ℝ) :
    landauH B (orbitState B k (gaussian B)) =
      ((B : ℂ) / 2) • orbitState B k (gaussian B) := by
  have h2 : ∀ ξ : ℝ, HasDerivAt (fun t : ℝ => -((B : ℂ) * t) * gaussian B t)
      (((B : ℂ) ^ 2 * ξ ^ 2 - B) * gaussian B ξ) ξ := by
    intro ξ
    have h1 : HasDerivAt (fun t : ℝ => -((B : ℂ) * t)) (-(B : ℂ)) ξ := by
      simpa using ((hasDerivAt_id ξ).ofReal_comp.const_mul (B : ℂ)).fun_neg
    exact (h1.fun_mul (hasDerivAt_gaussian B ξ)).congr_deriv (by ring)
  exact (landauH_eigen_iff hB k _ (hasDerivAt_gaussian B) h2).2 (fun ξ => by ring)

/-- For `B > 0` the density of the Gaussian orbit state is integrable in `x` over the whole line,
and its integral over `x` is `√(π/B)` for every `k` and `y`. -/
theorem lowest_level_density {B : ℝ} (hB : 0 < B) (k y : ℝ) :
    Integrable (fun x => ‖orbitState B k (gaussian B) x y‖ ^ 2) ∧
      ∫ x, ‖orbitState B k (gaussian B) x y‖ ^ 2 = √(Real.pi / B) := by
  have hn : ∀ x, ‖orbitState B k (gaussian B) x y‖ ^ 2 = Real.exp (-B * (x - k / B) ^ 2) := by
    intro x
    have hp : I * k * y = ((k * y : ℝ) : ℂ) * I := by push_cast; ring
    simp only [orbitState, gaussian, norm_mul]
    rw [hp, Complex.norm_exp_ofReal_mul_I, one_mul, Complex.norm_real, Real.norm_eq_abs,
      Real.abs_exp, ← Real.exp_nat_mul]
    congr 1
    push_cast
    ring
  simp only [hn]
  refine ⟨(integrable_exp_neg_mul_sq hB).comp_sub_right (k / B), ?_⟩
  rw [integral_sub_right_eq_self (fun x => Real.exp (-B * x ^ 2)) (k / B)]
  exact integral_gaussian B

/-- Orbit states with a common nonzero profile and different real `k` are linearly independent. -/
theorem orbitState_linearIndependent (B : ℝ) {f : ℝ → ℂ} (hf : f ≠ 0) :
    LinearIndependent ℂ (fun k : ℝ => orbitState B k f) := by
  -- the wave number is read off from the slope of the plane wave at `y = 0`
  have hinj : Function.Injective planeWave := by
    intro k l h
    have h' : (fun t : ℝ => Complex.exp (I * k * t)) = fun t : ℝ => Complex.exp (I * l * t) :=
      funext fun t => DFunLike.congr_fun h (Multiplicative.ofAdd t)
    have h1 := hasDerivAt_phase k 0
    rw [h'] at h1
    simpa using h1.unique (hasDerivAt_phase l 0)
  have hχ := (linearIndependent_monoidHom (Multiplicative ℝ) ℂ).comp planeWave hinj
  rw [linearIndependent_iff'] at hχ ⊢
  intro s g hg k hk
  obtain ⟨ξ, hξ⟩ := Function.ne_iff.1 hf
  -- on the line `x = ξ + k/B` the relation is one between distinct characters
  have h0 := hχ s (fun l => g l * f (ξ + k / B - l / B)) (by
    funext y
    have h := congrFun (congrFun hg (ξ + k / B)) y.toAdd
    simp only [Finset.sum_apply, Pi.smul_apply, smul_eq_mul, orbitState] at h ⊢
    refine Eq.trans (Finset.sum_congr rfl fun l _ => ?_) h
    simp only [Function.comp_apply, planeWave, MonoidHom.coe_mk, OneHom.coe_mk]
    ring) k hk
  simp only [add_sub_cancel_right] at h0
  exact (mul_eq_zero.1 h0).resolve_right hξ

end

end LandauGauge
```

```lean
#print axioms LandauGauge.lowest_landau_level
-- 'LandauGauge.lowest_landau_level' depends on axioms: [propext, Classical.choice, Quot.sound]
#print axioms LandauGauge.lowest_level_density
-- 'LandauGauge.lowest_level_density' depends on axioms: [propext, Classical.choice, Quot.sound]
#print axioms LandauGauge.orbitState_linearIndependent
-- 'LandauGauge.orbitState_linearIndependent' depends on axioms: [propext, Classical.choice, Quot.sound]
```

## From the derivatives to the degeneracy

`momX_orbitState` is the chain rule for the shifted profile. `kinY_orbitState` differentiates the phase and uses B · (k/B) = k, the step where k is absorbed. `landauH_orbitState` applies each lemma twice, and i² = −1 supplies the sign of f″.

In `landauH_eigen_iff`, the forward direction evaluates the equation at x = ξ + k/B and y = 0, where the phase is 1; the converse multiplies the profile equation by the phase. `hasDerivAt_gaussian` gives g′, the product rule inside `lowest_landau_level` gives g″, and `ring` checks the oscillator equation.

For the density, the phase has modulus 1, and a translation of x reduces the integral to Mathlib's Gaussian one.

For independence, `planeWave` treats exp(iky) as a homomorphism from translations in y to ℂ. Its slope at y = 0 recovers k, so different k give different homomorphisms, and Mathlib's theorem that distinct ones are linearly independent replaces the elimination by derivatives above. The choice of x is the same.
